# For a uniform chain, the product of E − 2cos k over the N folded momenta is 2T_N(E/2) − 2cos θ

## Can the folded levels of a supercell be packed into one Chebyshev polynomial?

One way to decide whether an energy $E$ is a level of an $N$-site supercell at boundary twist $\theta$ is to compare it with $N$ separate cosines, but the list hides what supercells of different length have in common. My chain is uniform, with one orbital per site, unit nearest-neighbour hopping and band $2\cos k$. I believe that, for every $N\ge 1$ and real $E$ and $\theta$,

$$\prod_{r=0}^{N-1}\left(E-2\cos\frac{2\pi r+\theta}{N}\right)=2T_N(E/2)-2\cos\theta ,$$

where $T_N$ is the Chebyshev polynomial of the first kind. I would like to see this derived rigorously and checked by machine, together with its link to the transfer matrix.

## Yes: each factor splits in the Bloch phase

A boundary twist $\theta$ means $\psi(n+N)=e^{i\theta}\psi(n)$. A Bloch wave $e^{ikn}$ satisfies this exactly when $e^{ikN}=e^{i\theta}$, which gives, up to multiples of $2\pi$, the $N$ folded momenta $k_r=(2\pi r+\theta)/N$ with $0\le r<N$. Write $u_r=e^{ik_r}$, and let $P$ be the product on the left. The argument works for complex $E$.

**Splitting the energy.** Choose a complex $s$ with $s^2=E^2-4$ and set $z=(E+s)/2$, $w=(E-s)/2$. Then $z+w=E$ and $zw=1$. The Chebyshev polynomials satisfy $T_0(x)=1$, $T_1(x)=x$ and $T_{n+2}(x)=2xT_{n+1}(x)-T_n(x)$, so $2T_n(E/2)$ starts with $2$, $E$ and obeys $a_{n+2}=Ea_{n+1}-a_n$. The sequence $z^n+w^n$ has the same two starting values, and since $zw=1$,

$$(z+w)(z^{n+1}+w^{n+1})=z^{n+2}+w^{n+2}+z^n+w^n ,$$

so it obeys the same recurrence. Hence $2T_N(E/2)=z^N+w^N$.

**Multiplying over the phases.** The $u_r$ are the $N$ distinct solutions of $x^N=e^{i\theta}$, so $\prod_r(x-u_r)=x^N-e^{i\theta}$. At $x=0$ this gives $\prod_r(-u_r)=-e^{i\theta}$, because $N\ge1$.

**Combining.** For each $r$,

$$(z-u_r)(w-u_r)=1-Eu_r+u_r^2=-u_r(E-2\cos k_r).$$

Taking the product over $r$,

$$-e^{i\theta}P=(z^N-e^{i\theta})(w^N-e^{i\theta})=1-e^{i\theta}(z^N+w^N)+e^{2i\theta}.$$

Dividing by $-e^{i\theta}$ leaves $P=z^N+w^N-2\cos\theta$, which is the claim.

**Levels and allowed energies.** A product vanishes exactly when a factor does, so a real $E$ equals some $2\cos k_r$ exactly when $T_N(E/2)=\cos\theta$.

The chain equation $E\psi(n)=\psi(n+1)+\psi(n-1)$ has the one-site transfer matrix $M=\begin{pmatrix}E&-1\\1&0\end{pmatrix}$, and $M^2=EM-1$. Multiplying by $M^n$ and taking traces gives the recurrence above, with starting values $\operatorname{tr}1=2$ and $\operatorname{tr}M=E$. So $\operatorname{tr}M^N=2T_N(E/2)$, the Floquet discriminant of the supercell.

If this trace lies in $[-2,2]$, put $\theta=\arccos T_N(E/2)$. Then $E$ is some $2\cos k_r$, and $|E|\le2$. Conversely, if $|E|\le2$, put $k=\arccos(E/2)$ and $\theta=Nk$. Then $k_0=k$, so $T_N(E/2)=\cos Nk$ and the trace lies in $[-2,2]$. The allowed range is the same for every supercell length.

Here is the complete Lean file.

```lean
import Mathlib

open Polynomial

namespace SupercellDiscriminant

noncomputable section

/-- The `r`-th momentum `(2 π r + θ) / N` folded into a supercell of `N ≥ 1` sites
with boundary twist `θ`. -/
def foldedMomentum (N : ℕ) (θ : ℝ) (r : ℕ) : ℝ := (2 * Real.pi * r + θ) / N

/-- The one-site transfer matrix of the chain `E ψ(n) = ψ(n+1) + ψ(n-1)`, taking
`(ψ(n), ψ(n-1))` to `(ψ(n+1), ψ(n))`. -/
def transferMatrix (E : ℝ) : Matrix (Fin 2) (Fin 2) ℝ := !![E, -1; 1, 0]

/-- The three-term recurrence of the Chebyshev polynomials, evaluated at a point. -/
theorem chebyshev_recurrence {R : Type*} [CommRing R] (n : ℕ) (x : R) :
    (Chebyshev.T R ((n + 2 : ℕ) : ℤ)).eval x =
      2 * x * (Chebyshev.T R ((n + 1 : ℕ) : ℤ)).eval x - (Chebyshev.T R (n : ℤ)).eval x := by
  push_cast
  rw [Chebyshev.T_add_two]
  simp

/-- If the energy is `z + w` with `z w = 1`, then `2 T_n` at half the energy is
`z ^ n + w ^ n`. -/
theorem two_chebyshev_eq_pow_add_pow {z w : ℂ} (hzw : z * w = 1) (n : ℕ) :
    2 * (Chebyshev.T ℂ (n : ℤ)).eval ((z + w) / 2) = z ^ n + w ^ n := by
  induction n using Nat.twoStepInduction with
  | zero => rw [Nat.cast_zero, Chebyshev.T_zero, eval_one]; ring
  | one => rw [Nat.cast_one, Chebyshev.T_one, eval_X]; ring
  | more n ih0 ih1 =>
    have hT := chebyshev_recurrence n ((z + w) / 2)
    linear_combination 2 * hT + (z + w) * ih1 - ih0 + (z ^ n + w ^ n) * hzw

/-- The Bloch phases of the folded momenta are the roots of `x ^ N = exp (i θ)`, in
product form. -/
theorem prod_sub_blochPhase {N : ℕ} (hN : N ≠ 0) (θ : ℝ) (x : ℂ) :
    ∏ r ∈ Finset.range N, (x - Complex.exp (foldedMomentum N θ r * Complex.I)) =
      x ^ N - Complex.exp (θ * Complex.I) := by
  have hN' : (N : ℂ) ≠ 0 := Nat.cast_ne_zero.2 hN
  have hα : Complex.exp (θ * Complex.I / N) ^ N = Complex.exp (θ * Complex.I) := by
    rw [← Complex.exp_nat_mul]
    congr 1
    field_simp
  -- factorise `X ^ N - exp (i θ)` with a primitive root of unity, then evaluate at `x`
  have h := congrArg (Polynomial.eval x)
    (X_pow_sub_C_eq_prod (Complex.isPrimitiveRoot_exp N hN) (Nat.pos_of_ne_zero hN) hα)
  simp only [eval_sub, eval_pow, eval_X, eval_C, eval_prod] at h
  rw [h]
  refine Finset.prod_congr rfl fun r _ => ?_
  rw [← Complex.exp_nat_mul, ← Complex.exp_add]
  congr 2
  simp only [foldedMomentum]
  push_cast
  ring

/-- Supercell discriminant at complex energy: the product of `E - 2 cos k` over the `N`
folded momenta equals `2 T_N(E/2) - 2 cos θ`. -/
theorem supercell_discriminant {N : ℕ} (hN : N ≠ 0) (θ : ℝ) (E : ℂ) :
    ∏ r ∈ Finset.range N, (E - 2 * Complex.cos (foldedMomentum N θ r)) =
      2 * (Chebyshev.T ℂ (N : ℤ)).eval (E / 2) - 2 * Complex.cos θ := by
  -- write the energy as `z + w` with `z w = 1`
  obtain ⟨z, w, hzw, hE⟩ : ∃ z w : ℂ, z * w = 1 ∧ z + w = E := by
    obtain ⟨s, hs⟩ := IsAlgClosed.exists_pow_nat_eq (E ^ 2 - 4) (n := 2) (by norm_num)
    exact ⟨(E + s) / 2, (E - s) / 2, by linear_combination (-1 / 4) * hs, by ring⟩
  have hc : ∀ x : ℂ, 2 * Complex.cos x =
      Complex.exp (x * Complex.I) + Complex.exp (-x * Complex.I) := fun x => by
    rw [Complex.cos]; ring
  have he : ∀ x : ℂ, Complex.exp (x * Complex.I) * Complex.exp (-x * Complex.I) = 1 :=
    fun x => by rw [← Complex.exp_add]; simp
  -- each factor splits into two factors linear in the Bloch phase
  have key : (∏ r ∈ Finset.range N,
        (0 - Complex.exp (foldedMomentum N θ r * Complex.I))) *
      ∏ r ∈ Finset.range N, (E - 2 * Complex.cos (foldedMomentum N θ r)) =
      (∏ r ∈ Finset.range N, (z - Complex.exp (foldedMomentum N θ r * Complex.I))) *
      ∏ r ∈ Finset.range N, (w - Complex.exp (foldedMomentum N θ r * Complex.I)) := by
    rw [← Finset.prod_mul_distrib, ← Finset.prod_mul_distrib]
    refine Finset.prod_congr rfl fun r _ => ?_
    rw [hc]
    linear_combination he (foldedMomentum N θ r) - hzw +
      Complex.exp (foldedMomentum N θ r * Complex.I) * hE
  rw [prod_sub_blochPhase hN, prod_sub_blochPhase hN, prod_sub_blochPhase hN,
    zero_pow hN] at key
  have ht := two_chebyshev_eq_pow_add_pow hzw N
  rw [hE] at ht
  have hpow : z ^ N * w ^ N = 1 := by rw [← mul_pow, hzw, one_pow]
  rw [ht, hc]
  -- cancel the common phase `exp (i θ)`
  apply mul_left_cancel₀ (Complex.exp_ne_zero (θ * Complex.I))
  linear_combination -key - hpow + he θ

/-- Supercell discriminant at real energy: the product of `E - 2 cos ((2 π r + θ) / N)`
over `r < N` equals `2 T_N(E/2) - 2 cos θ`. -/
theorem supercell_discriminant_real {N : ℕ} (hN : N ≠ 0) (θ E : ℝ) :
    ∏ r ∈ Finset.range N, (E - 2 * Real.cos ((2 * Real.pi * r + θ) / N)) =
      2 * (Chebyshev.T ℝ (N : ℤ)).eval (E / 2) - 2 * Real.cos θ := by
  have hT : (Chebyshev.T ℂ (N : ℤ)).eval ((E / 2 : ℝ) : ℂ) =
      (((Chebyshev.T ℝ (N : ℤ)).eval (E / 2) : ℝ) : ℂ) := by
    rw [← Chebyshev.map_T Complex.ofRealHom, eval_map]
    exact eval₂_at_apply Complex.ofRealHom (E / 2)
  have h := supercell_discriminant hN θ (E : ℂ)
  have e : (E : ℂ) / 2 = ((E / 2 : ℝ) : ℂ) := by simp
  rw [e, hT] at h
  simp only [foldedMomentum] at h
  exact_mod_cast h

/-- A real energy `E` is one of the folded band energies `2 cos k` at twist `θ` exactly
when `T_N(E/2) = cos θ`. -/
theorem folded_energy_iff {N : ℕ} (hN : N ≠ 0) (θ E : ℝ) :
    (∃ r < N, E = 2 * Real.cos (foldedMomentum N θ r)) ↔
      (Chebyshev.T ℝ (N : ℤ)).eval (E / 2) = Real.cos θ := by
  have h := supercell_discriminant_real hN θ E
  constructor
  · rintro ⟨r, hr, hE⟩
    have h0 := Finset.prod_eq_zero
      (f := fun r : ℕ => E - 2 * Real.cos ((2 * Real.pi * r + θ) / N))
      (Finset.mem_range.2 hr) (sub_eq_zero.2 hE)
    linarith
  · intro hT
    rw [hT, sub_self] at h
    obtain ⟨r, hr, h0⟩ := Finset.prod_eq_zero_iff.1 h
    exact ⟨r, Finset.mem_range.1 hr, sub_eq_zero.1 h0⟩

/-- The trace of the transfer matrix across `N` sites is `2 T_N(E/2)`. -/
theorem trace_transferMatrix_pow (E : ℝ) (N : ℕ) :
    (transferMatrix E ^ N).trace = 2 * (Chebyshev.T ℝ (N : ℤ)).eval (E / 2) := by
  -- Cayley-Hamilton for a matrix of determinant one and trace `E`
  have hsq : transferMatrix E ^ 2 = E • transferMatrix E - 1 := by
    ext i j
    fin_cases i <;> fin_cases j <;>
      simp [transferMatrix, pow_two, Matrix.mul_apply, Fin.sum_univ_succ]
    ring
  induction N using Nat.twoStepInduction with
  | zero => simp
  | one =>
    have h1 : (transferMatrix E).trace = E := by
      simp [transferMatrix, Matrix.trace_fin_two]
    rw [pow_one, h1, Nat.cast_one, Chebyshev.T_one, eval_X]
    ring
  | more n ih0 ih1 =>
    have hT := chebyshev_recurrence n (E / 2)
    rw [pow_add, hsq, mul_sub, mul_smul_comm, mul_one, ← pow_succ, Matrix.trace_sub,
      Matrix.trace_smul, smul_eq_mul, ih1, ih0]
    linear_combination -2 * hT

/-- For every supercell length `N ≥ 1`, the trace of the supercell transfer matrix lies in
`[-2, 2]` exactly when `|E| ≤ 2`. -/
theorem abs_trace_le_two_iff {N : ℕ} (hN : N ≠ 0) (E : ℝ) :
    |(transferMatrix E ^ N).trace| ≤ 2 ↔ |E| ≤ 2 := by
  rw [trace_transferMatrix_pow, abs_le, abs_le]
  constructor
  · rintro ⟨h1, h2⟩
    -- choose the twist whose cosine is the Chebyshev value
    obtain ⟨r, _, hE⟩ := (folded_energy_iff hN
      (Real.arccos ((Chebyshev.T ℝ (N : ℤ)).eval (E / 2))) E).2
      (Real.cos_arccos (by linarith) (by linarith)).symm
    rw [hE]
    constructor
    · linarith [Real.neg_one_le_cos (foldedMomentum N
        (Real.arccos ((Chebyshev.T ℝ (N : ℤ)).eval (E / 2))) r)]
    · linarith [Real.cos_le_one (foldedMomentum N
        (Real.arccos ((Chebyshev.T ℝ (N : ℤ)).eval (E / 2))) r)]
  · rintro ⟨h1, h2⟩
    -- the primitive momentum `arccos (E/2)` folds to the twist `N arccos (E/2)`
    have hk : foldedMomentum N (N * Real.arccos (E / 2)) 0 = Real.arccos (E / 2) := by
      simp only [foldedMomentum, Nat.cast_zero, mul_zero, zero_add]
      exact mul_div_cancel_left₀ _ (Nat.cast_ne_zero.2 hN)
    have hT := (folded_energy_iff hN (N * Real.arccos (E / 2)) E).1
      ⟨0, Nat.pos_of_ne_zero hN, by
        rw [hk, Real.cos_arccos (by linarith) (by linarith)]; ring⟩
    rw [hT]
    constructor
    · linarith [Real.neg_one_le_cos (N * Real.arccos (E / 2))]
    · linarith [Real.cos_le_one (N * Real.arccos (E / 2))]

end

end SupercellDiscriminant
```

```lean
#print axioms SupercellDiscriminant.supercell_discriminant
-- 'SupercellDiscriminant.supercell_discriminant' depends on axioms: [propext, Classical.choice, Quot.sound]
#print axioms SupercellDiscriminant.abs_trace_le_two_iff
-- 'SupercellDiscriminant.abs_trace_le_two_iff' depends on axioms: [propext, Classical.choice, Quot.sound]
```

## What the Lean statements say about the chain

`supercell_discriminant_real` is the displayed formula. The hypothesis `hN : N ≠ 0` says that the supercell has at least one site, `Finset.range N` runs over $r=0,\dots,N-1$, and `θ` may be any real number. `supercell_discriminant` allows complex `E` but keeps the twist real. Mathlib indexes Chebyshev polynomials by integers, hence `(N : ℤ)`.

`folded_energy_iff` is the criterion for a level, `trace_transferMatrix_pow` the trace formula, which also holds at $N=0$, and `abs_trace_le_two_iff` the statement about allowed energies.

Energies are measured in units of the hopping, with zero on-site energy and a positive sign in the band $2\cos k$. For a band $-2t\cos k$ with $t\neq0$, replace $E$ by $-E/t$.

The folded momenta enter through the definition `foldedMomentum`; no Hamiltonian is constructed. A fuller formalisation of the same chain would start from the $N\times N$ hopping matrix $H(\theta)$ with a twisted boundary bond and state the result for $\det(E-H(\theta))$. That would make the folded energies a derived spectrum, but the proof would need a further step linking the matrix to the formula, for example diagonalising $H(\theta)$ with Bloch vectors or expanding the determinant, and the matrix needs care at $N=1$ and $N=2$, where both bonds of a site contribute to the same entry.

For this non-interacting, one-orbital chain, the identity gives an exact reference against which the folded levels of a supercell calculation can be compared.

## How the proof follows the algebra

- `two_chebyshev_eq_pow_add_pow` is the comparison of recurrences. `Nat.twoStepInduction` supplies the two preceding cases, and `linear_combination` combines them with `chebyshev_recurrence` and $zw=1$.
- `prod_sub_blochPhase` takes Mathlib's factorisation of $X^N-e^{i\theta}$, built from a primitive root of unity and the particular root $e^{i\theta/N}$, evaluates it at $x$, and matches each root with a Bloch phase.
- `supercell_discriminant` obtains $s$ from the algebraic closedness of $\mathbb C$. Its step `key` is the factor identity multiplied over $r$. Three uses of the previous lemma, at $0$, $z$ and $w$, evaluate the products, and `mul_left_cancel₀` removes the nonzero phase $e^{i\theta}$.
- `supercell_discriminant_real` transfers the result to real energies, using that $T_N$ has the same coefficients over $\mathbb R$ and $\mathbb C$.
- `folded_energy_iff` uses `Finset.prod_eq_zero` in one direction and `Finset.prod_eq_zero_iff` in the other.
- `trace_transferMatrix_pow` checks $M^2=EM-1$ entry by entry (`hsq`) and then repeats the two-step induction.
- `abs_trace_le_two_iff` applies the level criterion with the two twists chosen above, and the bounds on the cosine finish both directions.
